# Any orthonormal pair of real orbitals can be rotated to equal overlap scores

Take the two axis vectors b = (1, 0) and c = (0, 1) in the plane, and let P project onto the first axis. Scored by squared projection, b gets 1 and c gets 0. Now rotate the pair by θ:

b' = (cos θ, sin θ), c' = (−sin θ, cos θ)

The scores become cos²θ and sin²θ. Their difference, cos 2θ, runs from 1 at θ = 0 to −1 at θ = π/2, and at θ = π/4 both scores are 1/2. A quarter turn exchanges the orbitals up to sign, so the difference must change sign on the way.

The same mechanism works for any orthonormal pair in Rⁿ. It matters for SCF calculations in which maximum-overlap selection ranks orbitals by squared projection: if b and c are degenerate eigenvectors of a Fock matrix, so are b' and c', and in this real, finite-dimensional model with a fixed reference projector some choice of the pair leaves the criterion unable to prefer either member.

## Scores, gap and coupling

Orbitals are real coefficient vectors `n → ℝ` over a finite index type `n`. The inner product is the plain dot product, which means an orthonormal basis; a non-orthogonal atomic basis would first have to be orthogonalised. No Fock matrix appears, so degeneracy is the physical reason for the freedom to rotate and not a hypothesis.

In Lean 4 with Mathlib:

```lean
import Mathlib

open Matrix

namespace MaximumOverlapTie

noncomputable section

variable {n : Type*} [Fintype n]
```

The score of v is the quadratic form ⟨v, Pv⟩. In the application P projects onto the span of the reference orbitals, but the definition accepts any real square matrix.

```lean
/-- The overlap score `⟨v, P v⟩` of an orbital `v` with respect to the matrix `P`. -/
def score (P : Matrix n n ℝ) (v : n → ℝ) : ℝ := v ⬝ᵥ (P *ᵥ v)
```

Write g for the gap between the two scores:

g = ⟨b, Pb⟩ − ⟨c, Pc⟩

```lean
/-- The difference between the scores of two orbitals. -/
def gap (P : Matrix n n ℝ) (b c : n → ℝ) : ℝ := score P b - score P c
```

Write k for the coupling, which for symmetric P is 2⟨b, Pc⟩:

k = ⟨b, Pc⟩ + ⟨c, Pb⟩

```lean
/-- The sum of the two off-diagonal elements of `P` between two orbitals. -/
def coupling (P : Matrix n n ℝ) (b c : n → ℝ) : ℝ :=
  b ⬝ᵥ (P *ᵥ c) + c ⬝ᵥ (P *ᵥ b)
```

Orthonormality of the pair consists of three equations.

```lean
/-- Two real orbitals are normalised and orthogonal to each other. -/
def OrthonormalPair (b c : n → ℝ) : Prop :=
  b ⬝ᵥ b = 1 ∧ c ⬝ᵥ c = 1 ∧ b ⬝ᵥ c = 0
```

The rotated orbitals are

b' = cos θ b + sin θ c
c' = −sin θ b + cos θ c

and the first of them is `rotFst`.

```lean
/-- The first orbital of the pair after a plane rotation by `θ`. -/
def rotFst (θ : ℝ) (b c : n → ℝ) : n → ℝ := Real.cos θ • b + Real.sin θ • c
```

The second is `rotSnd`, with the minus sign on b.

```lean
/-- The second orbital of the pair after a plane rotation by `θ`. -/
def rotSnd (θ : ℝ) (b c : n → ℝ) : n → ℝ := (-Real.sin θ) • b + Real.cos θ • c
```

## What a rotation preserves and what it changes

With ⟨b, b⟩ = ⟨c, c⟩ = 1 and ⟨b, c⟩ = 0, the cross terms vanish and

⟨b', b'⟩ = cos²θ + sin²θ = 1
⟨c', c'⟩ = sin²θ + cos²θ = 1
⟨b', c'⟩ = −cos θ sin θ + sin θ cos θ = 0

In the proof, `simp only` expands the products and `linear_combination` supplies sin²θ + cos²θ = 1.

```lean
/-- A plane rotation keeps an orthonormal pair of orbitals orthonormal. -/
theorem rotation_orthonormal {b c : n → ℝ} (h : OrthonormalPair b c) (θ : ℝ) :
    OrthonormalPair (rotFst θ b c) (rotSnd θ b c) := by
  obtain ⟨hb, hc, hbc⟩ := h
  have hcb : c ⬝ᵥ b = 0 := by rw [dotProduct_comm, hbc]
  refine ⟨?_, ?_, ?_⟩ <;>
    simp only [rotFst, rotSnd, add_dotProduct, dotProduct_add, smul_dotProduct,
      dotProduct_smul, smul_eq_mul, hb, hc, hbc, hcb]
  · linear_combination Real.sin_sq_add_cos_sq θ
  · linear_combination Real.sin_sq_add_cos_sq θ
  · ring
```

Expanding the scores in the same way gives

⟨b', Pb'⟩ = cos²θ ⟨b, Pb⟩ + sin²θ ⟨c, Pc⟩ + sin θ cos θ k
⟨c', Pc'⟩ = sin²θ ⟨b, Pb⟩ + cos²θ ⟨c, Pc⟩ − sin θ cos θ k

The coupling cancels in the sum, leaving ⟨b, Pb⟩ + ⟨c, Pc⟩. Neither orthonormality nor symmetry of P is used.

```lean
/-- The total score of the pair is unchanged by a plane rotation. -/
theorem score_sum_rotation (P : Matrix n n ℝ) (b c : n → ℝ) (θ : ℝ) :
    score P (rotFst θ b c) + score P (rotSnd θ b c) = score P b + score P c := by
  simp only [score, rotFst, rotSnd, Matrix.mulVec_add, Matrix.mulVec_smul,
    add_dotProduct, dotProduct_add, smul_dotProduct, dotProduct_smul, smul_eq_mul]
  linear_combination
    (b ⬝ᵥ (P *ᵥ b) + c ⬝ᵥ (P *ᵥ c)) * Real.sin_sq_add_cos_sq θ
```

Subtracting the two lines instead gives

g(θ) = (cos²θ − sin²θ) g + 2 sin θ cos θ k = cos 2θ g + sin 2θ k

The proof rewrites the double angles first, after which `ring` compares the two expansions.

```lean
/-- Under a rotation by `θ` the score gap mixes with the coupling through the
angle `2θ`. -/
theorem gap_rotation (P : Matrix n n ℝ) (b c : n → ℝ) (θ : ℝ) :
    gap P (rotFst θ b c) (rotSnd θ b c) =
      Real.cos (2 * θ) * gap P b c + Real.sin (2 * θ) * coupling P b c := by
  rw [Real.cos_two_mul', Real.sin_two_mul]
  simp only [gap, coupling, score, rotFst, rotSnd, Matrix.mulVec_add, Matrix.mulVec_smul,
    add_dotProduct, dotProduct_add, smul_dotProduct, dotProduct_smul, smul_eq_mul]
  ring
```

## The sign change that forces a tie

At the ends of a quarter turn,

g(0) = g, g(π/2) = cos π g + sin π k = −g

Since g(θ) is continuous, it vanishes at some θ between 0 and π/2. There the two scores are equal, and because their sum is conserved each is the mean (⟨b, Pb⟩ + ⟨c, Pc⟩)/2. The theorem holds for every real P.

The proof turns on `intermediate_value_uIcc`. The set `Set.uIcc x y` is the closed interval between x and y, whichever is larger, and the lemma says that a continuous function on the interval between two points takes every value between its endpoint values. This suits a gap of unknown sign: the ordered interval from g to −g is empty when g > 0, whereas the unordered one always contains 0. The case split on the sign of g is therefore confined to the membership statement `hz`, and the intermediate value theorem is applied once. Afterwards `Set.uIcc_of_le` turns the range of angles back into the ordinary interval [0, π/2].

```lean
/-- Every orthonormal pair can be rotated, by at most a quarter turn, into an orthonormal
pair whose two scores both equal the mean of the original scores. -/
theorem exists_tied_rotation (P : Matrix n n ℝ) {b c : n → ℝ}
    (h : OrthonormalPair b c) :
    ∃ θ ∈ Set.Icc 0 (Real.pi / 2),
      OrthonormalPair (rotFst θ b c) (rotSnd θ b c) ∧
      score P (rotFst θ b c) = (score P b + score P c) / 2 ∧
      score P (rotSnd θ b c) = (score P b + score P c) / 2 := by
  let f : ℝ → ℝ := fun θ =>
    Real.cos (2 * θ) * gap P b c + Real.sin (2 * θ) * coupling P b c
  have hf : Continuous f := by
    dsimp only [f]
    fun_prop
  -- `f` equals the original gap at `0` and minus that gap at `π/2`
  have h0 : f 0 = gap P b c := by simp [f]
  have h1 : f (Real.pi / 2) = -gap P b c := by
    have e : 2 * (Real.pi / 2) = Real.pi := by ring
    simp only [f, e, Real.cos_pi, Real.sin_pi]
    ring
  have hz : (0 : ℝ) ∈ Set.uIcc (f 0) (f (Real.pi / 2)) := by
    rw [h0, h1, Set.mem_uIcc]
    rcases le_total (gap P b c) 0 with hg | hg
    · left
      constructor <;> linarith
    · right
      constructor <;> linarith
  -- so the gap vanishes somewhere in between
  obtain ⟨θ, hθ, hfθ⟩ := intermediate_value_uIcc hf.continuousOn hz
  rw [Set.uIcc_of_le (by positivity)] at hθ
  have hgap : gap P (rotFst θ b c) (rotSnd θ b c) = 0 :=
    (gap_rotation P b c θ).trans hfθ
  have hsum := score_sum_rotation P b c θ
  unfold gap at hgap
  exact ⟨θ, hθ, rotation_orthonormal h θ, by linarith, by linarith⟩
```

## Projections of equal length onto the reference space

Symmetry and idempotency enter when the score is read as a squared length. If Pᵀ = P and P² = P, then

⟨v, Pv⟩ = ⟨v, PPv⟩ = ⟨Pᵀv, Pv⟩ = ⟨Pv, Pv⟩

In the proof, `Matrix.dotProduct_mulVec` moves P to the left-hand vector as the row product `v ᵥ* P`, and the auxiliary equation `h` uses symmetry to rewrite that product as Pv.

```lean
/-- For a symmetric idempotent `P` the score of an orbital is the squared length of its
projection. -/
theorem score_eq_projection {P : Matrix n n ℝ} (hs : Pᵀ = P) (hi : P * P = P)
    (v : n → ℝ) : score P v = (P *ᵥ v) ⬝ᵥ (P *ᵥ v) := by
  have h : v ᵥ* P = P *ᵥ v := by
    have h' := Matrix.vecMul_transpose P v
    rwa [hs] at h'
  calc score P v = v ⬝ᵥ ((P * P) *ᵥ v) := by simp only [score, hi]
    _ = (P *ᵥ v) ⬝ᵥ (P *ᵥ v) := by
      rw [← Matrix.mulVec_mulVec, Matrix.dotProduct_mulVec v P (P *ᵥ v), h]
```

Applied to b' and c' at the tied angle, this says that their projections onto the reference space have equal squared lengths, and hence equal lengths.

```lean
/-- For a projector `P` onto a reference space, some rotation of an orthonormal pair gives
orthonormal orbitals whose projections have equal length. -/
theorem exists_equal_projections {P : Matrix n n ℝ} (hs : Pᵀ = P) (hi : P * P = P)
    {b c : n → ℝ} (h : OrthonormalPair b c) :
    ∃ θ : ℝ, OrthonormalPair (rotFst θ b c) (rotSnd θ b c) ∧
      (P *ᵥ rotFst θ b c) ⬝ᵥ (P *ᵥ rotFst θ b c) =
        (P *ᵥ rotSnd θ b c) ⬝ᵥ (P *ᵥ rotSnd θ b c) := by
  obtain ⟨θ, -, ho, h1, h2⟩ := exists_tied_rotation P h
  refine ⟨θ, ho, ?_⟩
  rw [← score_eq_projection hs hi, ← score_eq_projection hs hi, h1, h2]
```

## When rotating can remove the tie

A tie at one angle need not persist at others. If g(θ) = 0 for all θ, then θ = 0 gives g = 0 and θ = π/4 gives k = 0. Conversely, if g = k = 0, the formula for g(θ) vanishes identically. For a projector this happens, for example, when both orbitals lie in the reference space or both are orthogonal to it.

```lean
/-- All rotations of a pair are tied exactly when both the gap and the coupling of the
pair vanish. -/
theorem always_tied_iff (P : Matrix n n ℝ) (b c : n → ℝ) :
    (∀ θ : ℝ, gap P (rotFst θ b c) (rotSnd θ b c) = 0) ↔
      gap P b c = 0 ∧ coupling P b c = 0 := by
  constructor
  · intro h
    have h0 := h 0
    have h1 := h (Real.pi / 4)
    have e : 2 * (Real.pi / 4) = Real.pi / 2 := by ring
    rw [gap_rotation] at h0 h1
    rw [e, Real.cos_pi_div_two, Real.sin_pi_div_two] at h1
    rw [mul_zero, Real.cos_zero, Real.sin_zero] at h0
    constructor <;> linarith
  · rintro ⟨hg, hc⟩ θ
    rw [gap_rotation, hg, hc]
    ring
```

For a pair that is already tied, g = 0 and the formula reduces to

g(θ) = sin 2θ k, so |g(θ)| ≤ |k|

The bound is attained at θ = π/4, where the gap is k itself. A tied pair with nonzero coupling can thus be rotated into one that the criterion does distinguish: the ambiguity belongs to the chosen pair of vectors, not necessarily to the plane they span.

```lean
/-- Starting from a tied pair, a rotation by `π/4` opens a gap equal to the coupling, and
no rotation opens a gap of larger magnitude. -/
theorem tied_pair_contrast (P : Matrix n n ℝ) {b c : n → ℝ} (h : gap P b c = 0) :
    gap P (rotFst (Real.pi / 4) b c) (rotSnd (Real.pi / 4) b c) = coupling P b c ∧
      ∀ θ : ℝ, |gap P (rotFst θ b c) (rotSnd θ b c)| ≤ |coupling P b c| := by
  constructor
  · have e : 2 * (Real.pi / 4) = Real.pi / 2 := by ring
    rw [gap_rotation, h, e, Real.sin_pi_div_two]
    ring
  · intro θ
    rw [gap_rotation, h, mul_zero, zero_add, abs_mul]
    exact mul_le_of_le_one_left (abs_nonneg _) (Real.abs_sin_le_one _)
```

The opening example satisfies all the hypotheses of the projector statement. Its matrix is symmetric and idempotent, its axis vectors are orthonormal, and their scores of 1 and 0 show that a pair can start as far from a tie as a projector allows. The proof checks the entries one by one.

```lean
/-- The projector onto the first axis of the plane is symmetric and idempotent, and the
two axis vectors form an orthonormal pair with scores 1 and 0. -/
theorem exists_equal_projections_witness :
    (!![1, 0; 0, 0] : Matrix (Fin 2) (Fin 2) ℝ)ᵀ = !![1, 0; 0, 0] ∧
      (!![1, 0; 0, 0] : Matrix (Fin 2) (Fin 2) ℝ) * !![1, 0; 0, 0] = !![1, 0; 0, 0] ∧
      OrthonormalPair (![1, 0] : Fin 2 → ℝ) ![0, 1] ∧
      score !![1, 0; 0, 0] (![1, 0] : Fin 2 → ℝ) = 1 ∧
      score !![1, 0; 0, 0] (![0, 1] : Fin 2 → ℝ) = 0 := by
  refine ⟨?_, ?_, ⟨?_, ?_, ?_⟩, ?_, ?_⟩
  · ext i j
    fin_cases i <;> fin_cases j <;> simp [Matrix.transpose_apply]
  · ext i j
    fin_cases i <;> fin_cases j <;> simp [Matrix.mul_apply, Fin.sum_univ_succ]
  all_goals simp [score, Matrix.mulVec, dotProduct, Fin.sum_univ_succ]

end

end MaximumOverlapTie
```

```lean
#print axioms MaximumOverlapTie.exists_tied_rotation
#print axioms MaximumOverlapTie.exists_equal_projections
#print axioms MaximumOverlapTie.always_tied_iff
#print axioms MaximumOverlapTie.tied_pair_contrast
```

```
'MaximumOverlapTie.exists_tied_rotation' depends on axioms: [propext, Classical.choice, Quot.sound]
'MaximumOverlapTie.exists_equal_projections' depends on axioms: [propext, Classical.choice, Quot.sound]
'MaximumOverlapTie.always_tied_iff' depends on axioms: [propext, Classical.choice, Quot.sound]
'MaximumOverlapTie.tied_pair_contrast' depends on axioms: [propext, Classical.choice, Quot.sound]
```
